# An imaginary orthogonal change of a real orbital drives Fock exchange for a positive interaction, but no density kernel, to first order

Let $\psi$ be a real occupied orbital on a grid, and let a perturbation, such as a weak magnetic field, change it to $\psi+it\varphi$, with $\varphi$ real and $t$ a real strength. Does this change alter the mean field that acts back on the orbital? To first order in $t$, the density matrix changes by $t\gamma_1$, where

$$(\gamma_1)_{rs}=i\,d_{rs},\qquad d_{rs}=\varphi_r\psi_s-\psi_r\varphi_s .$$

The orbital has occupation one, with no spin factor. `complexify` regards a real orbital as a complex one.

```lean
import Mathlib

open Matrix

namespace ImaginaryPerturbationScreening

noncomputable section

variable {n : Type*}

/-- A real orbital on the grid, regarded as a complex one. -/
def complexify (ψ : n → ℝ) : n → ℂ := fun r => (ψ r : ℂ)

/-- The orbital `ψ + i t φ`, a real orbital `ψ` with an imaginary change of strength `t`. -/
def perturbedOrbital (ψ φ : n → ℝ) (t : ℝ) : n → ℂ :=
  fun r => (ψ r : ℂ) + (t : ℂ) * Complex.I * (φ r : ℂ)

/-- The first-order density matrix `i (φ ψᵀ - ψ φᵀ)`. -/
def gamma1 (ψ φ : n → ℝ) : Matrix n n ℂ :=
  Matrix.of fun r s => Complex.I * ((φ r * ψ s - ψ r * φ s : ℝ) : ℂ)
```

A density kernel $f$ is any complex matrix on the grid. It turns the first-order density $n_1$, the diagonal of $\gamma_1$, into the local potential $\mathrm{diag}(f n_1)$. The Hartree kernel and the adiabatic LDA and GGA kernels have this form.

```lean
/-- The local potential that a density kernel `f` produces from the diagonal of a
first-order density matrix `γ`. -/
def densityKernelResponse [Fintype n] [DecidableEq n] (f γ : Matrix n n ℂ) :
    Matrix n n ℂ :=
  Matrix.diagonal (f *ᵥ γ.diag)
```

The exchange response to an interaction $v$ is $K_{rs}=-v_{rs}(\gamma_1)_{rs}$. The letter $K$ includes the minus sign, which many textbooks write separately.

```lean
/-- The Fock exchange response `K_rs = -v_rs γ_rs` for the interaction `v`. -/
def fockResponse (v : Matrix n n ℝ) (γ : Matrix n n ℂ) : Matrix n n ℂ :=
  Matrix.of fun r s => -(v r s : ℂ) * γ r s
```

Here $\varphi$ is given. Obtaining it from an actual perturbation by solving the self-consistent response equations is the step left open. For one real orbital on a finite grid, the result shows the algebra by which the orbital part of the static magnetic response, as opposed to the spin part, is uncoupled with pure density functionals and coupled with nonlocal Fock exchange. The examples of failing hypotheses below are pencil calculations that supplement the Lean theorems.

## Real orbitals leave the density unchanged

Reality is built into the types `ψ φ : n → ℝ`. Physically, the unperturbed orbital carries no current, and the change is purely imaginary. Multiplying out gives

$$(\psi_r+it\varphi_r)(\psi_s-it\varphi_s)=\psi_r\psi_s+it\,d_{rs}+t^2\varphi_r\varphi_s .$$

The Lean proof conjugates the second factor in `hs`, where reality enters, and then uses $i^2=-1$.

```lean
/-- The density matrix of `ψ + i t φ` has `gamma1 ψ φ` as its coefficient of `t`. -/
theorem density_matrix_expansion (ψ φ : n → ℝ) (t : ℝ) (r s : n) :
    Matrix.vecMulVec (perturbedOrbital ψ φ t) (star (perturbedOrbital ψ φ t)) r s
      = (ψ r : ℂ) * ψ s + t * gamma1 ψ φ r s + (t : ℂ) ^ 2 * (φ r * φ s) := by
  have hs : star (perturbedOrbital ψ φ t s)
      = (ψ s : ℂ) - (t : ℂ) * Complex.I * (φ s : ℂ) := by
    simp only [perturbedOrbital, Complex.star_def, map_add, map_mul,
      Complex.conj_ofReal, Complex.conj_I]
    ring
  rw [Matrix.vecMulVec_apply, Pi.star_apply, hs]
  simp only [perturbedOrbital, gamma1, Matrix.of_apply]
  push_cast
  linear_combination (-(t : ℂ) ^ 2 * φ r * φ s) * Complex.I_sq
```

Defining `gamma1` as the derivative of the density matrix at $t=0$ would be another way to model it. This expansion would then supply its entries, and the later results would be the same.

On the diagonal $d_{rr}=\varphi_r\psi_r-\psi_r\varphi_r=0$, so $n_1=0$ and $f n_1=0$ for every $f$. The two proofs follow these steps.

```lean
/-- The first-order density, the diagonal of `gamma1`, vanishes at every grid point. -/
theorem first_order_density_eq_zero (ψ φ : n → ℝ) : (gamma1 ψ φ).diag = 0 := by
  ext r
  simp only [Matrix.diag_apply, gamma1, Matrix.of_apply, Pi.zero_apply]
  rw [mul_comm (φ r) (ψ r), sub_self, Complex.ofReal_zero, mul_zero]

/-- Every density kernel gives zero response to `gamma1`. -/
theorem densityKernelResponse_eq_zero [Fintype n] [DecidableEq n] (ψ φ : n → ℝ)
    (f : Matrix n n ℂ) : densityKernelResponse f (gamma1 ψ φ) = 0 := by
  rw [densityKernelResponse, first_order_density_eq_zero, Matrix.mulVec_zero]
  exact Matrix.diagonal_zero
```

If $\varphi$ were complex, the first-order density would be $-2\psi_r\,\mathrm{Im}\,\varphi_r$, which need not vanish.

## A symmetric interaction produces a sum of squares

The hypothesis `hv` says $v_{rs}=v_{sr}$, as for an interaction between identical particles. It is not needed to write out

$$(K\psi)_r=-i\sum_s v_{rs}d_{rs}\psi_s .$$

```lean
/-- The Fock response acting on the orbital `ψ`, written out at the grid point `r`. -/
theorem fockResponse_mulVec_apply [Fintype n] (v : Matrix n n ℝ) (ψ φ : n → ℝ) (r : n) :
    (fockResponse v (gamma1 ψ φ) *ᵥ complexify ψ) r
      = -Complex.I * ((∑ s, v r s * (φ r * ψ s - ψ r * φ s) * ψ s : ℝ) : ℂ) := by
  simp only [Matrix.mulVec, dotProduct, fockResponse, gamma1, complexify, Matrix.of_apply]
  push_cast
  rw [Finset.mul_sum]
  refine Finset.sum_congr rfl fun s _ => ?_
  ring
```

Now $\langle\varphi|K|\psi\rangle=-iA$ with $A=\sum_{rs}v_{rs}d_{rs}\varphi_r\psi_s$. Exchanging $r$ and $s$, with $d_{sr}=-d_{rs}$ and symmetric $v$, gives $A=-\sum_{rs}v_{rs}d_{rs}\psi_r\varphi_s$. Averaging the two forms yields

$$\langle\varphi|K|\psi\rangle=-\frac{i}{2}\sum_{rs}v_{rs}d_{rs}^2 .$$

In Lean, `hswap` is the exchange, `hsq` adds the two forms, and `hreal` takes the half. The product `⬝ᵥ` does not conjugate, which makes no difference for real $\varphi$.

```lean
/-- For a symmetric interaction, the matrix element of the Fock response between `φ` and `ψ`
is `-i/2` times a sum of squares weighted by the interaction. -/
theorem fock_matrix_element [Fintype n] (v : Matrix n n ℝ) (hv : ∀ r s, v r s = v s r)
    (ψ φ : n → ℝ) :
    complexify φ ⬝ᵥ (fockResponse v (gamma1 ψ φ) *ᵥ complexify ψ)
      = -(Complex.I / 2) * ((∑ r, ∑ s, v r s * (φ r * ψ s - ψ r * φ s) ^ 2 : ℝ) : ℂ) := by
  -- exchanging the two grid points reverses the sign of the antisymmetric factor
  have hswap : ∑ r, ∑ s, v r s * (φ r * ψ s - ψ r * φ s) * ψ s * φ r
      = ∑ r, ∑ s, -(v r s * (φ r * ψ s - ψ r * φ s) * ψ r * φ s) := by
    rw [Finset.sum_comm]
    refine Finset.sum_congr rfl fun r _ => Finset.sum_congr rfl fun s _ => ?_
    rw [hv s r]
    ring
  have hsq : ∑ r, ∑ s, v r s * (φ r * ψ s - ψ r * φ s) ^ 2
      = ∑ r, ∑ s, v r s * (φ r * ψ s - ψ r * φ s) * ψ s * φ r
        + ∑ r, ∑ s, -(v r s * (φ r * ψ s - ψ r * φ s) * ψ r * φ s) := by
    simp only [← Finset.sum_add_distrib]
    refine Finset.sum_congr rfl fun r _ => Finset.sum_congr rfl fun s _ => ?_
    ring
  have hpull : ∑ r, φ r * ∑ s, v r s * (φ r * ψ s - ψ r * φ s) * ψ s
      = ∑ r, ∑ s, v r s * (φ r * ψ s - ψ r * φ s) * ψ s * φ r := by
    refine Finset.sum_congr rfl fun r _ => ?_
    rw [Finset.mul_sum]
    refine Finset.sum_congr rfl fun s _ => ?_
    ring
  have hreal : ∑ r, φ r * ∑ s, v r s * (φ r * ψ s - ψ r * φ s) * ψ s
      = (1 / 2) * ∑ r, ∑ s, v r s * (φ r * ψ s - ψ r * φ s) ^ 2 := by
    linarith
  have hC : complexify φ ⬝ᵥ (fockResponse v (gamma1 ψ φ) *ᵥ complexify ψ)
      = -Complex.I *
        ((∑ r, φ r * ∑ s, v r s * (φ r * ψ s - ψ r * φ s) * ψ s : ℝ) : ℂ) := by
    simp only [dotProduct, fockResponse_mulVec_apply]
    rw [Complex.ofReal_sum, Finset.mul_sum]
    refine Finset.sum_congr rfl fun r _ => ?_
    rw [Complex.ofReal_mul]
    simp only [complexify]
    ring
  rw [hC, hreal, Complex.ofReal_mul]
  push_cast
  ring
```

Without symmetry, positive entries are not enough for a nonzero element. On sites 0, 1, 2 take $\psi=(1,2,1)$, $\varphi=(1,1,-3)$ and all $v_{rs}=1$ except $v_{10}=67$; then $A=0$.

## Positivity and orthogonality make the sum nonzero

`hpos` requires a strictly positive interaction between distinct sites, as for Coulomb repulsion. It makes every term $v_{rs}d_{rs}^2$ nonnegative, since the diagonal terms vanish. Nonnegativity of $v$ alone would not suffice: a purely on-site interaction gives $K=0$.

`hψ`, `hφ` and `horth` say that the change mixes in a genuinely different orbital. Suppose all $d_{rs}=0$. Multiplying by $\varphi_r$ and summing over $r$ gives

$$(\varphi\cdot\varphi)\psi_s=(\psi\cdot\varphi)\varphi_s=0 .$$

Choosing $s$ with $\psi_s\neq0$ forces $\varphi=0$, a contradiction. So some $d_{rs}\neq0$, necessarily with $r\neq s$, and the sum is positive. These steps are `hex`, `hrs` and `hQ`. In the theorem's name, "screens" means only that the exchange field responds to the change; the theorem does not say that this response weakens the perturbation.

```lean
/-- Let `ψ` and `φ` be nonzero and orthogonal, and let the interaction be symmetric and positive
between distinct grid points. Then every density-kernel response to `gamma1` is zero, while the
Fock response couples `ψ` to `φ`. -/
theorem exchange_screens_without_density [Fintype n] [DecidableEq n] (v : Matrix n n ℝ)
    (hv : ∀ r s, v r s = v s r) (hpos : ∀ r s, r ≠ s → 0 < v r s)
    (ψ φ : n → ℝ) (hψ : ψ ≠ 0) (hφ : φ ≠ 0) (horth : ψ ⬝ᵥ φ = 0) :
    (∀ f, densityKernelResponse f (gamma1 ψ φ) = 0) ∧
      complexify φ ⬝ᵥ (fockResponse v (gamma1 ψ φ) *ᵥ complexify ψ) ≠ 0 := by
  refine ⟨densityKernelResponse_eq_zero ψ φ, ?_⟩
  -- orthogonal nonzero orbitals are not proportional, so gamma1 has a nonzero entry
  have hex : ∃ r s, φ r * ψ s - ψ r * φ s ≠ 0 := by
    by_contra h
    have h0 : ∀ r s, φ r * ψ s - ψ r * φ s = 0 :=
      fun r s => by_contra fun hne => h ⟨r, s, hne⟩
    obtain ⟨s, hs⟩ := Function.ne_iff.mp hψ
    have h1 : (φ ⬝ᵥ φ) * ψ s = (ψ ⬝ᵥ φ) * φ s := by
      simp only [dotProduct, Finset.sum_mul]
      refine Finset.sum_congr rfl fun r _ => ?_
      linear_combination φ r * h0 r s
    rw [horth, zero_mul] at h1
    rcases mul_eq_zero.mp h1 with h2 | h2
    · exact hφ (dotProduct_self_eq_zero.mp h2)
    · exact hs h2
  obtain ⟨r, s, hd⟩ := hex
  have hrs : r ≠ s := by
    rintro rfl
    exact hd (by ring)
  have hnn : ∀ a b, 0 ≤ v a b * (φ a * ψ b - ψ a * φ b) ^ 2 := by
    intro a b
    rcases eq_or_ne a b with rfl | hab
    · exact le_of_eq (by ring)
    · exact mul_nonneg (hpos a b hab).le (sq_nonneg _)
  -- one strictly positive term makes the whole sum positive
  have hQ : 0 < ∑ a, ∑ b, v a b * (φ a * ψ b - ψ a * φ b) ^ 2 :=
    Finset.sum_pos' (fun a _ => Finset.sum_nonneg fun b _ => hnn a b)
      ⟨r, Finset.mem_univ r, Finset.sum_pos' (fun b _ => hnn r b)
        ⟨s, Finset.mem_univ s, mul_pos (hpos r s hrs)
          (lt_of_le_of_ne (sq_nonneg _) (pow_ne_zero 2 hd).symm)⟩⟩
  rw [fock_matrix_element v hv]
  exact mul_ne_zero (neg_ne_zero.mpr (div_ne_zero Complex.I_ne_zero two_ne_zero))
    (Complex.ofReal_ne_zero.mpr hQ.ne')
```

If $\varphi=\psi\ne0$, the change is only a phase to first order and $\gamma_1=0$; nonzero orbitals alone are therefore not enough. Normalisation is not required.

## Two sites need no sign condition

Two sites are the smallest grid with nonzero orthogonal real orbitals. Take $\psi=(1,1)/\sqrt2$ and $\varphi=(1,-1)/\sqrt2$, with sites numbered 0 and 1.

```lean
/-- The two-site orbital `(1, 1)/√2`. -/
def bonding : Fin 2 → ℝ := fun _ => (Real.sqrt 2)⁻¹

/-- The two-site orbital `(1, -1)/√2`. -/
def antibonding : Fin 2 → ℝ := ![(Real.sqrt 2)⁻¹, -(Real.sqrt 2)⁻¹]
```

Here $d_{01}=\tfrac12+\tfrac12=1$ and $d_{10}=-1$, so

$$(K\psi)_0=-\frac{i v_{01}}{\sqrt2},\qquad (K\psi)_1=\frac{i v_{10}}{\sqrt2}.$$

With $v_{10}=v_{01}$ this is $K\psi=-iv_{01}\varphi$. The proof checks both components in `hreal`, using $(1/\sqrt2)^2=1/2$ from `hc`. If $v_{10}\neq v_{01}$, the result is not a multiple of $\varphi$.

```lean
/-- On two sites with a symmetric interaction, the Fock response sends the bonding orbital to
`-i v₀₁` times the antibonding one, with the sites numbered 0 and 1. -/
theorem two_site_fock (v : Matrix (Fin 2) (Fin 2) ℝ) (hv : v 1 0 = v 0 1) :
    fockResponse v (gamma1 bonding antibonding) *ᵥ complexify bonding
      = (-Complex.I * (v 0 1 : ℂ)) • complexify antibonding := by
  have hc : ((Real.sqrt 2)⁻¹) ^ 2 = 1 / 2 := by
    rw [inv_pow, Real.sq_sqrt (by norm_num)]
    norm_num
  have b : ∀ r, bonding r = (Real.sqrt 2)⁻¹ := fun _ => rfl
  have a0 : antibonding 0 = (Real.sqrt 2)⁻¹ := rfl
  have a1 : antibonding 1 = -(Real.sqrt 2)⁻¹ := rfl
  have hreal : ∀ r, ∑ s, v r s * (antibonding r * bonding s - bonding r * antibonding s)
      * bonding s = v 0 1 * antibonding r := by
    rw [Fin.forall_fin_two]
    constructor
    · simp only [Fin.sum_univ_two, b, a0, a1]
      linear_combination (2 * v 0 1 * (Real.sqrt 2)⁻¹) * hc
    · simp only [Fin.sum_univ_two, b, a0, a1]
      linear_combination (-2 * v 1 0 * (Real.sqrt 2)⁻¹) * hc - (Real.sqrt 2)⁻¹ * hv
  funext r
  rw [fockResponse_mulVec_apply, hreal r, Complex.ofReal_mul, Pi.smul_apply, smul_eq_mul]
  simp only [complexify]
  ring
```

No sign condition on $v$ is needed: since $\varphi\neq0$, $K\psi$ is nonzero exactly when $v_{01}$ is. The proof reads this off from component 0.

```lean
/-- On two sites with a symmetric interaction, the Fock response acts on the bonding orbital
with a nonzero result exactly when the intersite interaction is nonzero. -/
theorem two_site_fock_ne_zero_iff (v : Matrix (Fin 2) (Fin 2) ℝ) (hv : v 1 0 = v 0 1) :
    fockResponse v (gamma1 bonding antibonding) *ᵥ complexify bonding ≠ 0 ↔ v 0 1 ≠ 0 := by
  rw [two_site_fock v hv]
  constructor
  · intro h h0
    apply h
    rw [h0, Complex.ofReal_zero, mul_zero, zero_smul]
  · intro h h0
    have h1 := congrFun h0 0
    exact h (by simpa [complexify, antibonding] using h1)

end

end ImaginaryPerturbationScreening
```

```lean
#print axioms ImaginaryPerturbationScreening.density_matrix_expansion
-- 'ImaginaryPerturbationScreening.density_matrix_expansion' depends on axioms: [propext, Classical.choice, Quot.sound]
#print axioms ImaginaryPerturbationScreening.exchange_screens_without_density
-- 'ImaginaryPerturbationScreening.exchange_screens_without_density' depends on axioms: [propext, Classical.choice, Quot.sound]
#print axioms ImaginaryPerturbationScreening.two_site_fock_ne_zero_iff
-- 'ImaginaryPerturbationScreening.two_site_fock_ne_zero_iff' depends on axioms: [propext, Classical.choice, Quot.sound]
```
